# The generators L_pq = E_pq − E_qp with p < q form a basis of the real antisymmetric n × n matrices

Take three real orthonormal orbitals, numbered 0, 1 and 2. An antisymmetric matrix that generates a rotation among them has three free numbers a, b and c. With its rows separated by semicolons it reads

K = [0, a, b; −a, 0, c; −b, −c, 0] = a L_01 + b L_02 + c L_12,

where L_pq = E_pq − E_qp, and E_pq has a one in row p, column q and zeros elsewhere. Each coefficient sits in its own place above the diagonal, so I can read it straight off K.

I use the same statement for n orbitals all the time: the L_pq with p < q are independent, they give every real antisymmetric K, and so there are n(n−1)/2 rotation parameters. In closed-shell SCF I then keep only the occupied-virtual ones and count o·v for o occupied and v virtual orbitals. Can both counts be derived rigorously, with a proof that a machine has checked?

## Reading the coefficients off the upper triangle

Yes. Both counts are cases of one statement about a set S of allowed orbital pairs (p,q), all with p < q. Let A_S be the space of real antisymmetric matrices K for which K_pq = 0 whenever neither (p,q) nor (q,p) is in S. Then the L_pq with (p,q) in S form a basis of A_S, and its dimension is |S|, the number of pairs.

Start with the entries of a generator. With δ the Kronecker delta,

(L_pq)_rs = δ_pr δ_qs − δ_qr δ_ps.

Transposition exchanges E_pq and E_qp, so L_pq is antisymmetric. Now let p < q and r < s. The second term could only contribute if q = r and p = s, but then s = p < q = r, which contradicts r < s. Hence above the diagonal

(L_pq)_rs = δ_pr δ_qs.

An antisymmetric matrix is fixed by its entries above the diagonal: those below follow from K_qp = −K_pq, and K_pp = −K_pp makes the diagonal vanish.

For the expansion, take K in A_S and form

M = Σ_{(p,q)∈S} K_pq L_pq.

M is antisymmetric, so it is enough to compare M with K at r < s. If (r,s) is in S, exactly one term survives and M_rs = K_rs. If (r,s) is not in S, then M_rs = 0. The reversed pair (s,r) is not in S either, because S holds only pairs in increasing order, so K_rs = 0 as well. Therefore M = K.

For independence, suppose that

Σ_{(p,q)∈S} c_pq L_pq = 0.

The entry (r,s) of this equation, for any (r,s) in S, says c_rs = 0. Each L_pq with (p,q) in S also lies in A_S, since its only nonzero entries are at (p,q) and (q,p). The generators thus span A_S and are independent, which gives dim A_S = |S|.

If S contains all pairs p < q, the restriction only concerns the diagonal, which vanishes anyway, and A_S is the full antisymmetric space. Counting from zero, there are q indices p below a given q, so

|S| = Σ_{q=0}^{n−1} q = n(n−1)/2.

If S consists of all pairs (i,a) with i occupied and a virtual, and the occupied orbitals come first, then |S| = o·v and the matrices have the block form

K = [0, X; −Xᵀ, 0],

with X an arbitrary real o × v matrix. For the three orbitals above with only orbital 0 occupied, L_01 and L_02 remain and L_12 is dropped.

Here is the complete Lean file.

```lean
import Mathlib

open Matrix

namespace OrbitalRotationGenerators

/-- The elementary generator `L_pq = E_pq - E_qp`, defined for any orbitals `p` and `q`. -/
def rotGen {n : ℕ} (p q : Fin n) : Matrix (Fin n) (Fin n) ℝ :=
  Matrix.single p q 1 - Matrix.single q p 1

/-- The space of real orbital rotation generators: the antisymmetric `n` by `n` matrices. -/
def generators (n : ℕ) : Submodule ℝ (Matrix (Fin n) (Fin n) ℝ) where
  carrier := {K | Kᵀ = -K}
  zero_mem' := by simp
  add_mem' := by
    intro A B hA hB
    simp only [Set.mem_ofPred_eq] at hA hB ⊢
    rw [Matrix.transpose_add, hA, hB, neg_add]
  smul_mem' := by
    intro c A hA
    simp only [Set.mem_ofPred_eq] at hA ⊢
    rw [Matrix.transpose_smul, hA, smul_neg]

/-- The generators that mix only the orbital pairs listed in `S`. -/
def allowedGenerators {n : ℕ} (S : Finset (Fin n × Fin n)) :
    Submodule ℝ (Matrix (Fin n) (Fin n) ℝ) where
  carrier := {K | K ∈ generators n ∧ ∀ p q, (p, q) ∉ S → (q, p) ∉ S → K p q = 0}
  zero_mem' := ⟨(generators n).zero_mem, fun _ _ _ _ => rfl⟩
  add_mem' := by
    rintro A B ⟨hA, hA'⟩ ⟨hB, hB'⟩
    refine ⟨(generators n).add_mem hA hB, fun p q h h' => ?_⟩
    rw [Matrix.add_apply, hA' p q h h', hB' p q h h', add_zero]
  smul_mem' := by
    rintro c A ⟨hA, hA'⟩
    refine ⟨(generators n).smul_mem c hA, fun p q h h' => ?_⟩
    rw [Matrix.smul_apply, hA' p q h h', smul_zero]

/-- The orbital pairs `(p, q)` with `p < q`. -/
def orderedPairs (n : ℕ) : Finset (Fin n × Fin n) :=
  Finset.univ.filter (fun x => x.1 < x.2)

/-- The pairs of one occupied and one virtual orbital, where the first `o` orbitals are
occupied and the last `v` are virtual. -/
def occVirtPairs (o v : ℕ) : Finset (Fin (o + v) × Fin (o + v)) :=
  Finset.univ.image (fun x : Fin o × Fin v => (Fin.castAdd v x.1, Fin.natAdd o x.2))

/-- Each `L_pq` is antisymmetric. -/
theorem rotGen_mem {n : ℕ} (p q : Fin n) : rotGen p q ∈ generators n := by
  change (rotGen p q)ᵀ = -rotGen p q
  simp [rotGen, Matrix.transpose_single]

/-- Above the diagonal, `L_pq` with `p < q` has a single nonzero entry, a one at `(p, q)`. -/
theorem rotGen_upper {n : ℕ} (x y : Fin n × Fin n) (hx : x.1 < x.2) (hy : y.1 < y.2) :
    rotGen x.1 x.2 y.1 y.2 = if x = y then 1 else 0 := by
  have h : ¬(x.2 = y.1 ∧ x.1 = y.2) := by
    rintro ⟨h1, h2⟩
    rw [h1, h2] at hx
    exact lt_asymm hx hy
  simp only [rotGen, Matrix.sub_apply, Matrix.single_apply]
  rw [if_neg h, sub_zero]
  simp [Prod.ext_iff]

/-- Two antisymmetric matrices with the same entries above the diagonal are equal. -/
theorem eq_of_upper_eq {n : ℕ} {K M : Matrix (Fin n) (Fin n) ℝ} (hK : K ∈ generators n)
    (hM : M ∈ generators n) (h : ∀ p q, p < q → K p q = M p q) : K = M := by
  have flip : ∀ A ∈ generators n, ∀ p q, A q p = -A p q := by
    intro A hA p q
    change Aᵀ = -A at hA
    have := congrArg (fun B : Matrix (Fin n) (Fin n) ℝ => B p q) hA
    simpa using this
  ext p q
  rcases lt_trichotomy p q with hpq | hpq | hpq
  · exact h p q hpq
  · subst hpq
    linarith [flip K hK p p, flip M hM p p]
  · rw [flip K hK q p, flip M hM q p, h q p hpq]

/-- If every pair in `S` has `p < q`, a generator `K` that mixes only the pairs in `S` is the sum of
`K_pq L_pq` over `S`. -/
theorem expansion {n : ℕ} (S : Finset (Fin n × Fin n)) (hS : ∀ x ∈ S, x.1 < x.2)
    {K : Matrix (Fin n) (Fin n) ℝ} (hK : K ∈ allowedGenerators S) :
    K = ∑ x ∈ S, K x.1 x.2 • rotGen x.1 x.2 := by
  obtain ⟨hA, hZ⟩ := hK
  refine eq_of_upper_eq hA (Submodule.sum_mem _ fun x _ =>
    Submodule.smul_mem _ _ (rotGen_mem x.1 x.2)) fun r s hrs => ?_
  -- only the term with `(p, q) = (r, s)` contributes to the entry `(r, s)`
  have e : ∀ x ∈ S, (K x.1 x.2 • rotGen x.1 x.2) r s = if x = (r, s) then K r s else 0 := by
    intro x hx
    have g : rotGen x.1 x.2 r s = if x = (r, s) then 1 else 0 :=
      rotGen_upper x (r, s) (hS x hx) hrs
    rw [Matrix.smul_apply, g]
    split_ifs with hxe
    · subst hxe
      simp
    · simp
  rw [Matrix.sum_apply, Finset.sum_congr rfl e, Finset.sum_ite_eq']
  split_ifs with hm
  · rfl
  · exact hZ r s hm (fun h' => lt_asymm hrs (hS _ h'))

/-- The generators `L_pq` with `(p, q)` in a set `S` of pairs `p < q` are linearly independent. -/
theorem rotGen_linearIndependent {n : ℕ} (S : Finset (Fin n × Fin n))
    (hS : ∀ x ∈ S, x.1 < x.2) :
    LinearIndependent ℝ (fun x : S => rotGen x.1.1 x.1.2) := by
  rw [Fintype.linearIndependent_iff]
  intro g hg i
  -- read off the entry at the pair `i`
  have h := congrArg (fun M : Matrix (Fin n) (Fin n) ℝ => M i.1.1 i.1.2) hg
  have key : ∀ j : S, (g j • rotGen j.1.1 j.1.2) i.1.1 i.1.2 = if j = i then g j else 0 := by
    intro j
    rw [Matrix.smul_apply, rotGen_upper j.1 i.1 (hS _ j.2) (hS _ i.2)]
    by_cases hj : j = i
    · simp [hj]
    · have hj' : j.1 ≠ i.1 := fun h' => hj (Subtype.ext h')
      rw [if_neg hj, if_neg hj', smul_zero]
  simp only [Matrix.sum_apply, key, Matrix.zero_apply] at h
  simpa using h

/-- If every pair in `S` has `p < q`, the space of generators that mix only the pairs in `S` has one
dimension per pair. -/
theorem finrank_allowedGenerators {n : ℕ} (S : Finset (Fin n × Fin n))
    (hS : ∀ x ∈ S, x.1 < x.2) : Module.finrank ℝ (allowedGenerators S) = S.card := by
  have hspan : allowedGenerators S =
      Submodule.span ℝ (Set.range (fun x : S => rotGen x.1.1 x.1.2)) := by
    apply le_antisymm
    · intro K hK
      rw [expansion S hS hK]
      exact Submodule.sum_mem _ fun x hx =>
        Submodule.smul_mem _ _ (Submodule.subset_span ⟨⟨x, hx⟩, rfl⟩)
    · rw [Submodule.span_le]
      rintro _ ⟨⟨x, hx⟩, rfl⟩
      refine ⟨rotGen_mem x.1 x.2, fun p q h h' => ?_⟩
      have h1 : ¬(x.1 = p ∧ x.2 = q) := by
        rintro ⟨rfl, rfl⟩
        exact h hx
      have h2 : ¬(x.2 = p ∧ x.1 = q) := by
        rintro ⟨rfl, rfl⟩
        exact h' hx
      simp only [rotGen, Matrix.sub_apply, Matrix.single_apply]
      rw [if_neg h1, if_neg h2, sub_zero]
  rw [hspan, finrank_span_eq_card (rotGen_linearIndependent S hS), Fintype.card_coe]

/-- There are `n(n-1)/2` orbital pairs with `p < q`. -/
theorem card_orderedPairs (n : ℕ) : (orderedPairs n).card = n * (n - 1) / 2 := by
  have inner : ∀ q : Fin n, (∑ p : Fin n, if p < q then 1 else 0) = (q : ℕ) := by
    intro q
    rw [← Finset.card_filter, ← Fin.card_Iio q]
    congr 1
    ext p
    simp
  rw [orderedPairs, Finset.card_filter, Fintype.sum_prod_type_right]
  simp only [inner]
  rw [Fin.sum_univ_eq_sum_range (fun i => i) n, Finset.sum_range_id]

/-- The `L_pq` with `p < q` are linearly independent, every real antisymmetric `K` is the sum of
`K_pq L_pq` over `p < q`, and the space of generators has dimension `n(n-1)/2`. -/
theorem orbital_rotation_basis (n : ℕ) :
    LinearIndependent ℝ (fun x : orderedPairs n => rotGen x.1.1 x.1.2) ∧
    (∀ K : Matrix (Fin n) (Fin n) ℝ, Kᵀ = -K →
      K = ∑ x ∈ orderedPairs n, K x.1 x.2 • rotGen x.1 x.2) ∧
    Module.finrank ℝ (generators n) = n * (n - 1) / 2 := by
  have hS : ∀ x ∈ orderedPairs n, x.1 < x.2 := fun x hx => (Finset.mem_filter.1 hx).2
  -- allowing all pairs is no restriction, since the diagonal vanishes anyway
  have hall : generators n = allowedGenerators (orderedPairs n) := by
    apply le_antisymm
    · intro K hK
      refine ⟨hK, fun p q h h' => ?_⟩
      have h1 : ¬p < q := fun l => h (Finset.mem_filter.2 ⟨Finset.mem_univ _, l⟩)
      have h2 : ¬q < p := fun l => h' (Finset.mem_filter.2 ⟨Finset.mem_univ _, l⟩)
      obtain rfl : p = q := le_antisymm (not_lt.1 h2) (not_lt.1 h1)
      change Kᵀ = -K at hK
      have := congrArg (fun B : Matrix (Fin n) (Fin n) ℝ => B p p) hK
      simp only [Matrix.transpose_apply, Matrix.neg_apply] at this
      linarith
    · exact fun K hK => hK.1
  refine ⟨rotGen_linearIndependent _ hS, fun K hK => expansion _ hS ?_, ?_⟩
  · rw [← hall]
    exact hK
  · rw [hall, finrank_allowedGenerators _ hS, card_orderedPairs]

/-- The generators that mix only occupied with virtual orbitals are the antisymmetric matrices
with vanishing occupied-occupied and virtual-virtual blocks; their space has dimension `o v`. -/
theorem occupied_virtual_generators (o v : ℕ) :
    (∀ K : Matrix (Fin (o + v)) (Fin (o + v)) ℝ, K ∈ allowedGenerators (occVirtPairs o v) ↔
      Kᵀ = -K ∧ (∀ i j : Fin o, K (Fin.castAdd v i) (Fin.castAdd v j) = 0) ∧
        ∀ a b : Fin v, K (Fin.natAdd o a) (Fin.natAdd o b) = 0) ∧
    Module.finrank ℝ (allowedGenerators (occVirtPairs o v)) = o * v := by
  have hmem : ∀ x ∈ occVirtPairs o v, (x.1 : ℕ) < o ∧ o ≤ (x.2 : ℕ) := by
    intro x hx
    obtain ⟨y, _, rfl⟩ := Finset.mem_image.1 hx
    exact ⟨y.1.isLt, Nat.le_add_right o y.2⟩
  constructor
  · intro K
    constructor
    · rintro ⟨hA, hZ⟩
      refine ⟨hA, fun i j => hZ _ _ ?_ ?_, fun a b => hZ _ _ ?_ ?_⟩
      · exact fun h => absurd j.isLt (not_lt_of_ge (hmem _ h).2)
      · exact fun h => absurd i.isLt (not_lt_of_ge (hmem _ h).2)
      · exact fun h => absurd (hmem _ h).1 (not_lt_of_ge (Nat.le_add_right o a))
      · exact fun h => absurd (hmem _ h).1 (not_lt_of_ge (Nat.le_add_right o b))
    · rintro ⟨hA, hO, hV⟩
      refine ⟨hA, fun p q => ?_⟩
      induction p using Fin.addCases with
      | left i =>
        induction q using Fin.addCases with
        | left j => exact fun _ _ => hO i j
        | right b =>
          exact fun h _ => absurd (Finset.mem_image.2 ⟨(i, b), Finset.mem_univ _, rfl⟩) h
      | right a =>
        induction q using Fin.addCases with
        | left j =>
          exact fun _ h => absurd (Finset.mem_image.2 ⟨(j, a), Finset.mem_univ _, rfl⟩) h
        | right b => exact fun _ _ => hV a b
  · rw [finrank_allowedGenerators _ fun x hx =>
      Fin.lt_def.2 (lt_of_lt_of_le (hmem x hx).1 (hmem x hx).2), occVirtPairs,
      Finset.card_image_of_injective]
    · simp
    · intro x y h
      have h1 : (x.1 : ℕ) = y.1 :=
        congrArg (fun z : Fin (o + v) × Fin (o + v) => (z.1 : ℕ)) h
      have h2 : o + (x.2 : ℕ) = o + y.2 :=
        congrArg (fun z : Fin (o + v) × Fin (o + v) => (z.2 : ℕ)) h
      exact Prod.ext (Fin.ext h1) (Fin.ext (Nat.add_left_cancel h2))

end OrbitalRotationGenerators
```

```lean
#print axioms OrbitalRotationGenerators.orbital_rotation_basis
#print axioms OrbitalRotationGenerators.occupied_virtual_generators
```

```
'OrbitalRotationGenerators.orbital_rotation_basis' depends on axioms: [propext, Classical.choice, Quot.sound]
'OrbitalRotationGenerators.occupied_virtual_generators' depends on axioms: [propext, Classical.choice, Quot.sound]
```

## What the theorems say about orbitals

Orbitals are labelled by `Fin n`, that is, by 0 to n−1. The generator L_pq is `rotGen p q`, a difference of two `Matrix.single` matrices. It is defined for any p and q; the condition p < q enters through the index sets.

The space of real rotation generators is `generators n`, the real subspace of matrices with `Kᵀ = -K`. The space A_S is `allowedGenerators S`. The theorems for a general S assume `hS`, which says that every pair in S is increasing. This removes double counting: L_qp = −L_pq would make a pair and its reverse dependent, and L_pp is zero.

The theorem `orbital_rotation_basis` has three parts, valid for every n:

- The family of L_pq indexed by `orderedPairs n` is linearly independent over the reals.
- Every K with `Kᵀ = -K` equals the sum of K_pq L_pq over those pairs, with the entries of K itself as coefficients.
- The dimension, `Module.finrank`, of `generators n` is n(n−1)/2. The formula uses natural-number subtraction and division, which is harmless here: n(n−1) is always even, and n = 0 gives 0.

The theorem `occupied_virtual_generators` splits o + v orbitals into the first o, reached by `Fin.castAdd v`, and the last v, reached by `Fin.natAdd o`. It states that the matrices allowed by `occVirtPairs o v` are exactly the antisymmetric ones whose occupied-occupied and virtual-virtual blocks vanish, and that they form a space of dimension o·v. Either number may be zero.

For a closed-shell SCF calculation with real orbitals in a finite basis, o·v is the length of the parameter vector that an orbital optimiser handles when it works with all occupied-virtual rotations and no others. The physical reason for leaving out the other blocks is that rotations within the occupied or within the virtual orbitals do not change the closed-shell determinant; that invariance is an input from physics, since the file contains neither the exponential exp(K) nor an energy. Complex orbitals, whose generators are anti-Hermitian, are a different case with a different count.

## How the Lean proof follows the derivation

`rotGen_mem` proves that L_pq is antisymmetric, and `rotGen_upper` proves the formula for its entries above the diagonal. In the latter, the hypothesis `h` excludes the second Kronecker term by the same contradiction between p < q and r < s.

`eq_of_upper_eq` says that two antisymmetric matrices with equal upper entries are equal. It splits on p < q, p = q and q < p. The first case is the assumption, the second follows by `linarith` from K_pp = −K_pp, and the third flips the indices.

`expansion` applies this lemma to K and the sum M. The auxiliary statement `e` says that a term contributes to the entry (r,s) only if its pair is (r,s), and `Finset.sum_ite_eq'` collapses the sum accordingly. The last two lines are the two cases, (r,s) inside and outside S.

`rotGen_linearIndependent` starts from a vanishing combination with coefficients `g`. Applying `congrArg` to that matrix equation extracts the entry at the pair `i`, and `key` shows that only the coefficient `g i` is left.

`finrank_allowedGenerators` shows that A_S is the span of its generators, by one inclusion in each direction, and then takes the dimension. `card_orderedPairs` sums over p first, finds q indices below q, and adds up 0 to n−1.

In `orbital_rotation_basis`, the step `hall` identifies the full antisymmetric space with A_S for all pairs, and the three claims follow from the general lemmas. In `occupied_virtual_generators`, `Fin.addCases` sorts each index into occupied or virtual, which produces the four blocks of K. The number of pairs is o·v because different choices of (i,a) give different orbital pairs.

## From independence to dimension with `finrank_span_eq_card`

The dimension count turns on the Mathlib theorem `finrank_span_eq_card`. It takes a linearly independent family indexed by a finite type and returns the dimension of its span as the number of indices.

The family may live in a larger space than the one being measured. Here the L_pq are elements of the space of all n × n matrices, and independence is proved there, by looking at matrix entries. No separate basis object inside A_S has to be built; it is enough to know, from `hspan`, that A_S and the span are the same subspace.

The index type is S itself, regarded as a type whose elements are pairs together with a proof of membership. That is why the generators appear as `rotGen x.1.1 x.1.2`: the first `.1` recovers the pair, and the second projection picks one of its orbitals. The theorem counts the elements of this type, and `Fintype.card_coe` turns that count into `S.card`.
